# An orbital spread evenly over two one-function fragments has Mulliken population 1/2 on the first

The lemma concerns one singly occupied spin orbital with real coefficients (1, 1) over two orthonormal basis functions, each of which is a fragment of its own. The coefficients are unnormalised (normalised, each would be 1/√2), so the orbital's overlap matrix `σ` is the 1×1 matrix with entry 2, and the density matrix `T σ⁻¹ Tᵀ` makes up for this through the inverse. The lemma states that the determinant of `σ` is invertible and that the Mulliken population of the first fragment is 1/2. The attempt first computes `σ` and its inverse, then puts them into the two claims and leaves the arithmetic to `norm_num`.

The first attempt, which Lean rejects:

```lean
import Mathlib

open Matrix

namespace DelocalisedPopulationHalf

noncomputable section

variable {n m F : Type*} [Fintype n] [Fintype m] [DecidableEq m] [DecidableEq F]

/-- The overlap matrix `σ = Tᵀ S T` of the orbitals whose coefficients are the columns
of `T`, in a basis with overlap matrix `S`. -/
def orbitalMetric (S : Matrix n n ℝ) (T : Matrix n m ℝ) : Matrix m m ℝ :=
  Tᵀ * S * T

/-- The density matrix `P = T σ⁻¹ Tᵀ` of singly occupied, possibly non-orthogonal spin
orbitals; it is meant for invertible `σ`. -/
def density (S : Matrix n n ℝ) (T : Matrix n m ℝ) : Matrix n n ℝ :=
  T * (orbitalMetric S T)⁻¹ * Tᵀ

/-- The Mulliken population of fragment `A`: the trace of `P S` over the basis functions
that `frag` assigns to `A`. -/
def population (frag : n → F) (S P : Matrix n n ℝ) (A : F) : ℝ :=
  ∑ μ with frag μ = A, (P * S) μ μ

/-- One orbital spread evenly over two orthonormal basis functions on different fragments has an
invertible overlap matrix, but puts population `1/2` on the first fragment. -/
theorem delocalised_population_half :
    IsUnit (orbitalMetric (1 : Matrix (Fin 2) (Fin 2) ℝ) !![1; 1]).det ∧
    population (id : Fin 2 → Fin 2) 1 (density 1 !![1; 1]) 0 = 1 / 2 := by
  have h : orbitalMetric (1 : Matrix (Fin 2) (Fin 2) ℝ) !![1; 1] = !![2] := by
    ext i j
    fin_cases i
    fin_cases j
    norm_num [orbitalMetric, Matrix.mul_apply, Fin.sum_univ_succ]
  have hinv : (!![2] : Matrix (Fin 1) (Fin 1) ℝ)⁻¹ = !![1/2] := by
    apply Matrix.inv_eq_right_inv
    ext i j
    fin_cases i
    fin_cases j
    norm_num [Matrix.mul_apply]
  constructor
  · rw [h, isUnit_iff_ne_zero]
    norm_num [Matrix.det_unique]
  · rw [population, density, h, hinv, Finset.sum_filter]
    norm_num [Matrix.mul_apply, Fin.sum_univ_succ]

end

end DelocalisedPopulationHalf
```

Messages:

```
Main.lean:45:2: error: unsolved goals
case right
h : orbitalMetric 1 !![1; 1] = !![2]
hinv : !![2]⁻¹ = !![1 / 2]
⊢ (![1 / 2] ᵥ* !![1; 1]ᵀ) 0 = 1 / 2
```

The one error is in the second claim, the population. `norm_num` got as far as the first entry of `![1 / 2] ᵥ* !![1; 1]ᵀ`, a row vector times a matrix, and stopped there. The simplifier had rewritten the product of explicit matrices row by row, which gives products of this kind. `Matrix.mul_apply` expands an entry of a matrix times a matrix, so it did not fit what was left, and nothing else in the call opened the product with the transposed matrix.

What remained was true: the entry is 1/2 · 1. The repair gives `norm_num` the means to compute it. `Matrix.vecMul` unfolds the row-times-matrix product into dot products, `dotProduct` turns these into sums, and `Matrix.transpose_apply` reads an entry of the transpose as the entry of `!![1; 1]` with its indices swapped. Only arithmetic is then left.

Fix (accepted with no message):

```diff
@@ -44,5 +44,6 @@
     norm_num [Matrix.det_unique]
   · rw [population, density, h, hinv, Finset.sum_filter]
-    norm_num [Matrix.mul_apply, Fin.sum_univ_succ]
+    norm_num [Matrix.mul_apply, Matrix.vecMul, dotProduct, Matrix.transpose_apply,
+      Fin.sum_univ_succ]
 
 end
```
